# Squeezing a slab of nowhere-flat density: the GGA exchange energy diverges if F ≥ κ > 0 and stays bounded if 0 ≤ F(s) ≤ C/√s

If the enhancement factor F of a GGA does not decay at large reduced gradients s, squeezing an electron layer at fixed electron number per area can drive the computed exchange energy per area to infinite magnitude. For a slab of positive density whose slope never vanishes, and for continuous F, the Lean file below shows that a positive floor under F forces this divergence, and that a bound 0 ≤ F(s) ≤ C/√s prevents it.

```lean
import Mathlib

open Filter Topology MeasureTheory Set

namespace SlabGGA

noncomputable section

/-- A slab profile `f` on `[0,1]`: positive and continuously differentiable with
derivative `f'`, which vanishes nowhere. -/
structure IsProfile (f f' : ℝ → ℝ) : Prop where
  pos : ∀ u ∈ Icc (0 : ℝ) 1, 0 < f u
  cont : ContinuousOn f (Icc 0 1)
  hasDeriv : ∀ u ∈ Ioo (0 : ℝ) 1, HasDerivAt f (f' u) u
  contDeriv : ContinuousOn f' (Icc 0 1)
  deriv_ne : ∀ u ∈ Icc (0 : ℝ) 1, f' u ≠ 0

/-- The density squeezed along one direction, `n(x) = l f(l x)`. -/
def squeeze (f : ℝ → ℝ) (l x : ℝ) : ℝ := l * f (l * x)

/-- The reduced gradient `|g| / n^(4/3)` for a density value `n > 0` and slope `g`. -/
def reducedGradient (n g : ℝ) : ℝ := |g| / n ^ (4 / 3 : ℝ)

/-- The GGA exchange energy per area, without its negative prefactor, of the squeezed slab, which
occupies `[0, 1/l]` for `l > 0`, with enhancement factor `F`. -/
def energy (F f : ℝ → ℝ) (l : ℝ) : ℝ :=
  ∫ x in (0 : ℝ)..1 / l, squeeze f l x ^ (4 / 3 : ℝ) *
    F (reducedGradient (squeeze f l x) (deriv (squeeze f l) x))

/-- The local weight `f² / √|f'|`, for `f' ≠ 0`. -/
def weight (f f' : ℝ → ℝ) (u : ℝ) : ℝ := f u ^ 2 / √|f' u|

/-- The integral of `f² / √|f'|` over the profile, for `f'` without zeros. -/
def thinIntegral (f f' : ℝ → ℝ) : ℝ := ∫ u in (0 : ℝ)..1, weight f f' u

/-- The reduced gradient of the squeezed slab at relative position `u`, written as `l^(2/3)` times
that of the profile, for `l > 0` and `f u > 0`. -/
def slabGradient (f f' : ℝ → ℝ) (l u : ℝ) : ℝ :=
  l ^ (2 / 3 : ℝ) * reducedGradient (f u) (f' u)

/-- Multiplying a positive density by `l > 0` and its slope by `l²` multiplies the reduced gradient
by `l^(2/3)`. -/
theorem reducedGradient_scale {l a : ℝ} (hl : 0 < l) (ha : 0 < a) (b : ℝ) :
    reducedGradient (l * a) (l ^ 2 * b) = l ^ (2 / 3 : ℝ) * reducedGradient a b := by
  have h : l ^ 2 = l ^ (2 / 3 : ℝ) * l ^ (4 / 3 : ℝ) := by
    rw [← Real.rpow_add hl, ← Real.rpow_natCast]
    norm_num
  have p : 0 < l ^ (4 / 3 : ℝ) := Real.rpow_pos_of_pos hl _
  unfold reducedGradient
  rw [Real.mul_rpow hl.le ha.le, abs_mul, abs_of_pos (pow_pos hl 2), h, mul_assoc,
    mul_div_assoc, mul_div_mul_left _ _ p.ne']

/-- For `l > 0`, density `a > 0` and slope `b ≠ 0`, the local exchange factor `(l a)^(4/3)`
is `l a² / √|b|` times the square root of the squeezed reduced gradient. -/
theorem density_factor {l a b : ℝ} (hl : 0 < l) (ha : 0 < a) (hb : b ≠ 0) :
    (l * a) ^ (4 / 3 : ℝ) =
      l * (a ^ 2 / √|b| * √(reducedGradient (l * a) (l ^ 2 * b))) := by
  have hn : 0 < l * a := mul_pos hl ha
  have hs : √((l * a) ^ (4 / 3 : ℝ)) = (l * a) ^ (2 / 3 : ℝ) := by
    rw [Real.sqrt_eq_rpow, ← Real.rpow_mul hn.le]
    norm_num
  have h2 : (l * a) ^ 2 = (l * a) ^ (4 / 3 : ℝ) * (l * a) ^ (2 / 3 : ℝ) := by
    rw [← Real.rpow_add hn, ← Real.rpow_natCast]
    norm_num
  have hq : 0 < (l * a) ^ (2 / 3 : ℝ) := Real.rpow_pos_of_pos hn _
  have key : ∀ t q : ℝ, t ≠ 0 → l * (a ^ 2 / t * (l * t / q)) = (l * a) ^ 2 / q := by
    intro t q ht
    calc l * (a ^ 2 / t * (l * t / q)) = (l * a) ^ 2 / q * (t / t) := by ring
      _ = (l * a) ^ 2 / q := by rw [div_self ht, mul_one]
  unfold reducedGradient
  rw [Real.sqrt_div (abs_nonneg _), hs, abs_mul, abs_of_pos (pow_pos hl 2),
    Real.sqrt_mul (pow_pos hl 2).le, Real.sqrt_sq hl.le,
    key _ _ (Real.sqrt_pos.2 (abs_pos.2 hb)).ne', h2, mul_div_assoc, div_self hq.ne', mul_one]

/-- In the relative coordinate `u = l x`, with `l > 0`, the slab energy is the integral of
`f² / √|f'|` times `√s F(s)`, where `s` is the squeezed reduced gradient. -/
theorem energy_eq {f f' : ℝ → ℝ} (h : IsProfile f f') (F : ℝ → ℝ) {l : ℝ} (hl : 0 < l) :
    energy F f l = ∫ u in (0 : ℝ)..1,
      weight f f' u * (√(slabGradient f f' l u) * F (slabGradient f f' l u)) := by
  let G : ℝ → ℝ := fun u =>
    weight f f' u * (√(slabGradient f f' l u) * F (slabGradient f f' l u))
  have h0 : (0 : ℝ) ≤ 1 / l := by positivity
  have h1 : energy F f l = ∫ x in (0 : ℝ)..1 / l, l * G (l * x) := by
    unfold energy
    rw [intervalIntegral.integral_of_le h0, intervalIntegral.integral_of_le h0,
      integral_Ioc_eq_integral_Ioo, integral_Ioc_eq_integral_Ioo]
    refine setIntegral_congr_fun measurableSet_Ioo fun x hx => ?_
    have hu : l * x ∈ Ioo (0 : ℝ) 1 :=
      ⟨mul_pos hl hx.1, by have := (lt_div_iff₀ hl).1 hx.2; linarith⟩
    have hu' := Ioo_subset_Icc_self hu
    -- chain rule for the squeezed density
    have hm : HasDerivAt (fun y : ℝ => l * y) l x := by
      simpa using (hasDerivAt_id x).const_mul l
    have hc := (HasDerivAt.comp x (h.hasDeriv _ hu) hm).const_mul l
    have hd' : HasDerivAt (squeeze f l) (l ^ 2 * f' (l * x)) x :=
      hc.congr_deriv (by ring)
    have hS : reducedGradient (l * f (l * x)) (l ^ 2 * f' (l * x)) =
        slabGradient f f' l (l * x) := reducedGradient_scale hl (h.pos _ hu') _
    have hk := density_factor hl (h.pos _ hu') (h.deriv_ne _ hu')
    rw [hS] at hk
    change squeeze f l x ^ (4 / 3 : ℝ) *
      F (reducedGradient (squeeze f l x) (deriv (squeeze f l) x)) =
      l * (weight f f' (l * x) *
        (√(slabGradient f f' l (l * x)) * F (slabGradient f f' l (l * x))))
    rw [hd'.deriv, show squeeze f l x = l * f (l * x) from rfl, hS, hk]
    unfold weight
    ring
  have h2 : energy F f l = ∫ u in (0 : ℝ)..1, G u := by
    rw [h1, intervalIntegral.integral_const_mul,
      intervalIntegral.integral_comp_mul_left G hl.ne', mul_zero,
      mul_one_div_cancel hl.ne', smul_eq_mul, mul_inv_cancel_left₀ hl.ne']
  exact h2

/-- For a slab profile, the weight and the reduced gradient are continuous and positive on
`[0,1]`, and the integral of the weight is positive. -/
theorem profile_regular {f f' : ℝ → ℝ} (h : IsProfile f f') :
    ContinuousOn (weight f f') (Icc 0 1) ∧
    ContinuousOn (fun u => reducedGradient (f u) (f' u)) (Icc 0 1) ∧
    (∀ u ∈ Icc (0 : ℝ) 1, 0 < weight f f' u ∧ 0 < reducedGradient (f u) (f' u)) ∧
    0 < thinIntegral f f' := by
  have hs : ∀ u ∈ Icc (0 : ℝ) 1, 0 < √|f' u| := fun u hu =>
    Real.sqrt_pos.2 (abs_pos.2 (h.deriv_ne u hu))
  have hp : ∀ u ∈ Icc (0 : ℝ) 1, 0 < f u ^ (4 / 3 : ℝ) := fun u hu =>
    Real.rpow_pos_of_pos (h.pos u hu) _
  have hw : ContinuousOn (weight f f') (Icc 0 1) :=
    (h.cont.pow 2).div h.contDeriv.abs.sqrt fun u hu => (hs u hu).ne'
  have hwp : ∀ u ∈ Icc (0 : ℝ) 1, 0 < weight f f' u := fun u hu =>
    div_pos (pow_pos (h.pos u hu) 2) (hs u hu)
  refine ⟨hw, ?_, fun u hu => ⟨hwp u hu, ?_⟩, ?_⟩
  · exact h.contDeriv.abs.div
      (h.cont.rpow_const fun u hu => Or.inl (h.pos u hu).ne') fun u hu => (hp u hu).ne'
  · exact div_pos (abs_pos.2 (h.deriv_ne u hu)) (hp u hu)
  · exact intervalIntegral.intervalIntegral_pos_of_pos_on
      (hw.intervalIntegrable_of_Icc zero_le_one)
      (fun u hu => hwp u (Ioo_subset_Icc_self hu)) zero_lt_one

/-- For `F` continuous on `s > 0` and `l > 0`, an upper or lower bound `c` on `√s F(s)`
throughout the slab bounds the energy by `c` times the integral of `f² / √|f'|`. -/
theorem energy_bounds {f f' F : ℝ → ℝ} (h : IsProfile f f') (hF : ContinuousOn F (Ioi 0))
    {l : ℝ} (hl : 0 < l) (c : ℝ) :
    ((∀ u ∈ Icc (0 : ℝ) 1, √(slabGradient f f' l u) * F (slabGradient f f' l u) ≤ c) →
      energy F f l ≤ c * thinIntegral f f') ∧
    ((∀ u ∈ Icc (0 : ℝ) 1, c ≤ √(slabGradient f f' l u) * F (slabGradient f f' l u)) →
      c * thinIntegral f f' ≤ energy F f l) := by
  obtain ⟨hw, hr, hp, -⟩ := profile_regular h
  have hS : ContinuousOn (slabGradient f f' l) (Icc 0 1) := continuousOn_const.mul hr
  have hFS : ContinuousOn (fun u => F (slabGradient f f' l u)) (Icc 0 1) :=
    hF.comp hS fun u hu => mul_pos (Real.rpow_pos_of_pos hl _) (hp u hu).2
  have hi := (hw.mul (hS.sqrt.mul hFS)).intervalIntegrable_of_Icc (μ := volume) zero_le_one
  have hj := (continuousOn_const (c := c).mul hw).intervalIntegrable_of_Icc
    (μ := volume) zero_le_one
  rw [energy_eq h F hl, thinIntegral, ← intervalIntegral.integral_const_mul]
  constructor <;> intro hb
  · exact intervalIntegral.integral_mono_on zero_le_one hi hj fun u hu =>
      (mul_le_mul_of_nonneg_left (hb u hu) (hp u hu).1.le).trans_eq (mul_comm _ _)
  · exact intervalIntegral.integral_mono_on zero_le_one hj hi fun u hu =>
      (mul_comm _ _).trans_le (mul_le_mul_of_nonneg_left (hb u hu) (hp u hu).1.le)

/-- As the slab is squeezed, its reduced gradient eventually exceeds any given value
everywhere in the slab. -/
theorem slabGradient_large {f f' : ℝ → ℝ} (h : IsProfile f f') (s : ℝ) :
    ∀ᶠ l in atTop, ∀ u ∈ Icc (0 : ℝ) 1, s ≤ slabGradient f f' l u := by
  obtain ⟨-, hr, hp, -⟩ := profile_regular h
  -- the reduced gradient of the profile has a positive minimum
  obtain ⟨v, hv, hmin⟩ := isCompact_Icc.exists_isMinOn (nonempty_Icc.2 zero_le_one) hr
  have hv0 := (hp v hv).2
  have ht : Tendsto (fun l : ℝ => l ^ (2 / 3 : ℝ)) atTop atTop :=
    tendsto_rpow_atTop (by norm_num)
  filter_upwards [ht.eventually_ge_atTop (s / reducedGradient (f v) (f' v)),
    eventually_gt_atTop 0] with l h1 hl u hu
  exact ((div_le_iff₀ hv0).1 h1).trans
    (mul_le_mul_of_nonneg_left (hmin hu) (Real.rpow_pos_of_pos hl _).le)

/-- If `F` is continuous on `s > 0` and `√s F(s)` tends to infinity at large `s`, the
energy of the squeezed slab diverges. -/
theorem energy_diverges {f f' F : ℝ → ℝ} (h : IsProfile f f') (hF : ContinuousOn F (Ioi 0))
    (hlim : Tendsto (fun s => √s * F s) atTop atTop) :
    Tendsto (energy F f) atTop atTop := by
  have hW := (profile_regular h).2.2.2
  refine tendsto_atTop.2 fun b => ?_
  obtain ⟨s, hs⟩ := eventually_atTop.1 (tendsto_atTop.1 hlim (b / thinIntegral f f'))
  filter_upwards [slabGradient_large h s, eventually_gt_atTop 0] with l h1 hl
  have := (energy_bounds h hF hl _).2 fun u hu => hs _ (h1 u hu)
  rwa [div_mul_cancel₀ _ hW.ne'] at this

/-- Nonuniform scaling of a slab GGA with `F` continuous on `s > 0`: a positive floor under `F`
makes the energy diverge as the slab is squeezed, while `F(s) ≤ C / √s` bounds it above by
`C ∫ f² / √|f'|` at every `l > 0`. -/
theorem nonuniform_scaling {f f' F : ℝ → ℝ} (h : IsProfile f f')
    (hF : ContinuousOn F (Ioi 0)) :
    (∀ κ > 0, (∀ s > 0, κ ≤ F s) → Tendsto (energy F f) atTop atTop) ∧
    (∀ C, (∀ s > 0, F s ≤ C / √s) → ∀ l > 0, energy F f l ≤ C * thinIntegral f f') := by
  constructor
  · intro κ hκ hb
    have hsq : Tendsto (fun s : ℝ => √s) atTop atTop := by
      simpa only [Real.sqrt_eq_rpow] using
        tendsto_rpow_atTop (by norm_num : (0 : ℝ) < 1 / 2)
    refine energy_diverges h hF (tendsto_atTop_mono' _ ?_ (hsq.atTop_mul_const hκ))
    filter_upwards [eventually_gt_atTop 0] with s hs
    exact mul_le_mul_of_nonneg_left (hb s hs) (Real.sqrt_nonneg s)
  · intro C hb l hl
    refine (energy_bounds h hF hl C).1 fun u hu => ?_
    have hS : 0 < slabGradient f f' l u :=
      mul_pos (Real.rpow_pos_of_pos hl _) ((profile_regular h).2.2.1 u hu).2
    rw [mul_comm]
    exact (le_div_iff₀ (Real.sqrt_pos.2 hS)).1 (hb _ hS)

/-- If `F` is continuous on `s > 0` and `√s F(s)` tends to `C` at large `s`, the energy of
the squeezed slab tends to `C ∫ f² / √|f'|`. -/
theorem energy_thin_limit {f f' F : ℝ → ℝ} (h : IsProfile f f')
    (hF : ContinuousOn F (Ioi 0)) {C : ℝ}
    (hlim : Tendsto (fun s => √s * F s) atTop (𝓝 C)) :
    Tendsto (energy F f) atTop (𝓝 (C * thinIntegral f f')) := by
  have hW := (profile_regular h).2.2.2
  -- squeeze the energy between multiples of the thin-slab integral
  refine tendsto_order.2 ⟨fun a ha => ?_, fun a ha => ?_⟩
  · obtain ⟨c, h1, h2⟩ := exists_between ((div_lt_iff₀ hW).2 ha)
    obtain ⟨s, hs⟩ := eventually_atTop.1 ((tendsto_order.1 hlim).1 c h2)
    filter_upwards [slabGradient_large h s, eventually_gt_atTop 0] with l h3 hl
    exact ((div_lt_iff₀ hW).1 h1).trans_le
      ((energy_bounds h hF hl c).2 fun u hu => (hs _ (h3 u hu)).le)
  · obtain ⟨c, h1, h2⟩ := exists_between ((lt_div_iff₀ hW).2 ha)
    obtain ⟨s, hs⟩ := eventually_atTop.1 ((tendsto_order.1 hlim).2 c h1)
    filter_upwards [slabGradient_large h s, eventually_gt_atTop 0] with l h3 hl
    exact ((energy_bounds h hF hl c).1 fun u hu => (hs _ (h3 u hu)).le).trans_lt
      ((lt_div_iff₀ hW).1 h2)

/-- The linear density `1 + u` with slope `1` is a slab profile. -/
theorem isProfile_witness : IsProfile (fun u => 1 + u) (fun _ => 1) where
  pos := fun u hu => by linarith [hu.1]
  cont := by fun_prop
  hasDeriv := fun u _ => (hasDerivAt_id u).const_add 1
  contDeriv := continuousOn_const
  deriv_ne := fun _ _ => one_ne_zero

end

end SlabGGA
```

```lean
#print axioms SlabGGA.energy_diverges
#print axioms SlabGGA.nonuniform_scaling
#print axioms SlabGGA.energy_thin_limit
```

```
'SlabGGA.energy_diverges' depends on axioms: [propext, Classical.choice, Quot.sound]
'SlabGGA.nonuniform_scaling' depends on axioms: [propext, Classical.choice, Quot.sound]
'SlabGGA.energy_thin_limit' depends on axioms: [propext, Classical.choice, Quot.sound]
```

## The squeezed slab and its energy

The density varies along one direction only. Its profile f lives on [0,1], and squeezing by l > 0 gives

n(x) = l f(lx), 0 ≤ x ≤ 1/l.

The slab becomes thinner by the factor l and denser by the same factor, so the number of electrons per area is unchanged. In Lean this density is `squeeze f l`, and `energy F f l` is

E(l) = ∫₀^(1/l) n^(4/3) F(|n'|/n^(4/3)) dx.

The code takes n' as the actual derivative, `deriv (squeeze f l)`. The structure `IsProfile f f'` says that f is positive and continuous on [0,1], that f' is its derivative in the interior, and that f' is continuous and nonzero up to the faces.

With W = ∫₀¹ f²/√|f'| du, called `thinIntegral f f'`, the theorem `nonuniform_scaling` has two parts:

- If F(s) ≥ κ > 0 for all s > 0, then E(l) → ∞ as l → ∞.
- If F(s) ≤ C/√s for all s > 0, then E(l) ≤ C W for every l > 0.

Both parts assume that F is continuous for s > 0, and its value at s = 0 is free. The second part allows negative F and bounds E(l) only from above; if F ≥ 0, then E(l) ≥ 0 as well. Two further theorems keep the continuity of F and otherwise restrict it only at large s. If √s F(s) → ∞, the energy diverges (`energy_diverges`); if √s F(s) → C, then E(l) → C W (`energy_thin_limit`).

## What the model keeps of exchange in a thin layer

E stands for the magnitude of a GGA exchange energy per area, without the negative prefactor of the physical energy. The reduced gradient also omits the customary factor 1/a, with a = 2(3π²)^(1/3). If a functional behaves as C₀/√s in the customary variable, the constant here is C = C₀√a.

Exchange in a layer squeezed to zero thickness should approach a finite two-dimensional limit. For these one-directional model slabs, a functional with √s F(s) → ∞ fails that requirement, and one with √s F(s) → C has a finite limit. The PBE exchange factor, which is never below 1, falls under the divergent case.

Since f' is continuous and never zero, the density is monotone across the slab. This excludes a symmetric layer with a maximum in the middle. Tails that decay to zero are excluded too, because f is positive up to and including the faces. The density stops abruptly at the faces, and these jumps contribute no gradient energy.

## One change of variable decides both cases

Put u = lx. The chain rule gives n' = l² f'(u), so the reduced gradient is

s = l²|f'(u)| / (l f(u))^(4/3) = l^(2/3) |f'(u)| / f(u)^(4/3).

With dx = du/l, the energy becomes

E(l) = l^(1/3) ∫₀¹ f^(4/3) F(s) du.

The square root of s contains the same power of l:

√s = l^(1/3) √|f'| / f^(2/3), hence l^(1/3) f^(4/3) = (f²/√|f'|) √s.

Therefore

E(l) = ∫₀¹ (f²/√|f'|) √s F(s) du.

The weight f²/√|f'| is positive and independent of l. If F(s) ≤ C/√s, then √s F(s) ≤ C at every point, and integration gives E(l) ≤ C W.

For the divergence, let m be the minimum of |f'|/f^(4/3) on [0,1]. It is positive because this function is continuous and positive on a closed interval. Then s ≥ l^(2/3) m throughout the slab, and F ≥ κ gives

E(l) ≥ κ l^(1/3) √m W → ∞.

If instead √s F(s) → C, choose any c₁ < C < c₂. For large l, √s F(s) lies between c₁ and c₂ everywhere in the slab, so E(l) lies between c₁W and c₂W. As c₁ and c₂ can be taken arbitrarily close to C, E(l) → C W.

## The same steps in Lean

`reducedGradient_scale` proves the l^(2/3) law, and `density_factor` rewrites n^(4/3) through √s. `energy_eq` combines them: it passes to the open interval, where the derivative exists, applies the chain rule and substitutes u = lx with `intervalIntegral.integral_comp_mul_left`.

`profile_regular` supplies continuity, positivity and W > 0. `energy_bounds` then integrates a pointwise bound on √s F(s), using `intervalIntegral.integral_mono_on`. The minimum m enters in `slabGradient_large`, through `exists_isMinOn`.

`energy_diverges` asks for √s F(s) ≥ b/W in order to push the energy above a given b. The floor κ is a special case, since κ√s → ∞. `energy_thin_limit` carries out the argument with c₁ and c₂, one side at a time.

## A linear profile in numbers

Take f(u) = 1 + u and f' = 1, which `isProfile_witness` confirms as a valid profile. Then

W = ∫₀¹ (1 + u)² du = 7/3 ≈ 2.333.

For F = 1, the local density approximation,

E(l) = l^(1/3) · (3/7)(2^(7/3) − 1) ≈ 1.731 l^(1/3).

This gives 1.731 at l = 1, 3.463 at l = 8 and 17.31 at l = 1000. For F(s) = 1/√(1 + s), which is finite at s = 0 and satisfies the bound with C = 1, the energy never exceeds 7/3 and tends to 7/3 as the slab thins.

## Scaling a density on a grid

To evaluate a GGA exchange energy on a grid, one needs the density and the size of its gradient at each point, which together give s and F(s). To run the squeeze numerically, replace the points uᵢ by uᵢ/l, the quadrature weights wᵢ by wᵢ/l, the density by l f(uᵢ) and the slope by l² f'(uᵢ). Each eightfold squeeze then doubles the local density energy, while a functional with √s F(s) → C levels off at the quadrature value of C W. Keeping the original grid spacing would leave ever fewer points inside the slab and spoil the comparison.
